# For a proper rotation R of three real orbitals, 1 + R is singular exactly when R is a half-turn

A proper rotation of three real orbitals is given by a real 3 × 3 orthogonal matrix R of determinant one. The theorem `singular_iff_halfTurn` states that det(1 + R) = 0 if and only if R = 2uuᵀ − 1 for some unit vector u, that is, R is the half-turn about u. In the forward direction the proof takes a unit vector u fixed by R and uses an earlier lemma, by which det(1 + R) is the sum of the squared differences between the entries of R and those of the half-turn about u; if the sum is zero, the two matrices agree. For the converse it rewrites 1 + R as 2uuᵀ, expands the determinant, and means to put in the entries and let `ring` show that the result is zero.

The failing Lean file:

```lean
import Mathlib

open Matrix

namespace CayleyHalfTurn

noncomputable section

local notation "M3" => Matrix (Fin 3) (Fin 3) ℝ

/-- A proper rotation of three real orbitals: an orthogonal matrix of determinant one. -/
def IsRotation (R : M3) : Prop := Rᵀ * R = 1 ∧ R.det = 1

/-- The matrix `2 u uᵀ - 1`, which for a unit vector `u` is the half-turn about `u`. -/
def halfTurn (u : Fin 3 → ℝ) : M3 := (2 : ℝ) • vecMulVec u u - 1

/-- The principal two-by-two minors of a rotation add up to its trace. -/
theorem principal_minors {R : M3} (h : IsRotation R) :
    R 1 1 * R 2 2 - R 1 2 * R 2 1 + (R 0 0 * R 2 2 - R 0 2 * R 2 0)
      + (R 0 0 * R 1 1 - R 0 1 * R 1 0) = R 0 0 + R 1 1 + R 2 2 := by
  -- the adjugate of a rotation is its transpose
  have ha : adjugate R = Rᵀ := by
    calc adjugate R = (Rᵀ * R) * adjugate R := by rw [h.1, one_mul]
      _ = Rᵀ * (R * adjugate R) := by rw [mul_assoc]
      _ = Rᵀ := by rw [mul_adjugate, h.2, one_smul, mul_one]
  have ht : trace (adjugate R) = trace R := by rw [ha, trace_transpose]
  simp [adjugate_fin_three, trace_fin_three] at ht
  linarith

/-- For a rotation `R`, the determinant of `1 + R` is `2 (1 + tr R)`. -/
theorem det_one_add {R : M3} (h : IsRotation R) :
    (1 + R).det = 2 * (1 + R.trace) := by
  have hm := principal_minors h
  have hd := h.2
  rw [det_fin_three] at hd
  simp [det_fin_three, trace_fin_three, one_apply]
  linear_combination hm + hd

/-- Every rotation leaves some unit vector fixed. -/
theorem exists_axis {R : M3} (h : IsRotation R) :
    ∃ u : Fin 3 → ℝ, u ⬝ᵥ u = 1 ∧ R *ᵥ u = u := by
  have hm := principal_minors h
  have hd := h.2
  rw [det_fin_three] at hd
  have h0 : (R - 1).det = 0 := by
    simp [det_fin_three, one_apply]
    linear_combination hd - hm
  obtain ⟨v, hv, hRv⟩ := exists_mulVec_eq_zero_iff.2 h0
  rw [sub_mulVec, one_mulVec, sub_eq_zero] at hRv
  have hnn : 0 ≤ v ⬝ᵥ v := Finset.sum_nonneg fun i _ => mul_self_nonneg (v i)
  have hq : 0 < v ⬝ᵥ v :=
    lt_of_le_of_ne hnn fun h' => hv (dotProduct_self_eq_zero.1 h'.symm)
  -- normalise the fixed vector
  obtain ⟨s, hs0, hs⟩ : ∃ s : ℝ, s ≠ 0 ∧ s * s = v ⬝ᵥ v :=
    ⟨Real.sqrt (v ⬝ᵥ v), (Real.sqrt_pos.2 hq).ne', Real.mul_self_sqrt hnn⟩
  refine ⟨s⁻¹ • v, ?_, ?_⟩
  · rw [smul_dotProduct, dotProduct_smul, ← hs, smul_eq_mul, smul_eq_mul]
    field_simp
  · rw [mulVec_smul, hRv]

/-- If the rotation `R` fixes the unit vector `u`, then `det (1 + R)` is the squared Frobenius
distance between `R` and the half-turn about `u`. -/
theorem det_one_add_eq_dist {R : M3} (h : IsRotation R) {u : Fin 3 → ℝ}
    (hu : u ⬝ᵥ u = 1) (hR : R *ᵥ u = u) :
    (1 + R).det = ∑ i, ∑ j, (R i j - halfTurn u i j) ^ 2 := by
  have hd : ∀ j, R 0 j * R 0 j + R 1 j * R 1 j + R 2 j * R 2 j = 1 := fun j => by
    have := congrFun (congrFun h.1 j) j
    simpa only [mul_apply, transpose_apply, Fin.sum_univ_three, one_apply_eq] using this
  have ha : ∀ i, R i 0 * u 0 + R i 1 * u 1 + R i 2 * u 2 = u i := fun i => by
    have := congrFun hR i
    simpa only [mulVec, dotProduct, Fin.sum_univ_three] using this
  have hq : u 0 * u 0 + u 1 * u 1 + u 2 * u 2 = 1 := by
    simpa only [dotProduct, Fin.sum_univ_three] using hu
  rw [det_one_add h]
  simp [halfTurn, trace_fin_three, Fin.sum_univ_three, vecMulVec_apply, one_apply]
  linear_combination -(hd 0 + hd 1 + hd 2) + 4 * (u 0 * ha 0 + u 1 * ha 1 + u 2 * ha 2)
    - 4 * (u 0 * u 0 + u 1 * u 1 + u 2 * u 2 - 1) * hq

/-- For a rotation `R`, the matrix `1 + R` is singular if and only if `R` is the half-turn
about some unit vector. -/
theorem singular_iff_halfTurn {R : M3} (h : IsRotation R) :
    (1 + R).det = 0 ↔ ∃ u : Fin 3 → ℝ, u ⬝ᵥ u = 1 ∧ R = halfTurn u := by
  constructor
  · intro h0
    obtain ⟨u, hu, hR⟩ := exists_axis h
    have hs := det_one_add_eq_dist h hu hR
    rw [h0] at hs
    refine ⟨u, hu, ?_⟩
    -- a vanishing sum of squares forces every entry to agree
    ext i j
    have h1 := (Finset.sum_eq_zero_iff_of_nonneg (fun i _ => Finset.sum_nonneg
      fun j _ => sq_nonneg (R i j - halfTurn u i j))).1 hs.symm i (Finset.mem_univ i)
    have h2 := (Finset.sum_eq_zero_iff_of_nonneg
      (fun j _ => sq_nonneg (R i j - halfTurn u i j))).1 h1 j (Finset.mem_univ j)
    exact sub_eq_zero.1 ((pow_eq_zero_iff two_ne_zero).1 h2)
  · rintro ⟨u, -, rfl⟩
    have h1 : 1 + halfTurn u = (2 : ℝ) • vecMulVec u u := by
      rw [halfTurn]
      abel
    rw [h1, det_fin_three]
    simp only [smul_apply, vecMulVec_apply, smul_eq_mul]
    ring

end

end CayleyHalfTurn
```

Lean reports:

```
Main.lean:101:15: error: Ambiguous term
  smul_apply
Possible interpretations:
  _root_.smul_apply : ∀ (f : ?m.222) (r : ?m.221) (x : ?m.223), (r • f) x = r • f x
  
  Matrix.smul_apply : ∀ (r : ?m.224) (A : Matrix ?m.221 ?m.222 ?m.223) (i : ?m.221) (j : ?m.222),
    (r • A) i j = r • A i j
Main.lean:101:4: error: `simp` made no progress

Note: The target expression is not type-correct under the `implicit` transparency level, which may have triggered the failure. This is usually caused by unfolding of semireducible definitions in prior tactic steps. Use `set_option linter.tacticCheckInstances true` to investigate the source of the issue.
Full error:
  function expected
    (2 • vecMulVec u u) 0
```

What went wrong. The first message says that `smul_apply` is ambiguous. Because the file has `open Matrix`, the short name can mean either `_root_.smul_apply`, which is about applying a scalar multiple of a function-like object, or `Matrix.smul_apply`, which is about the entries of a scalar multiple of a matrix. Lean does not choose between them here.

The second message, that `simp` made no progress, follows from the first. The expanded determinant contains entries of `(2 : ℝ) • vecMulVec u u`. Without the ambiguous lemma, `vecMulVec_apply` finds no entry of `vecMulVec u u` itself to rewrite, and `smul_eq_mul` does not apply to a real number scaling a matrix. The note about type-correctness offers only a possible cause, and the repair leaves the target as it was.

The diff writes the name in full, `Matrix.smul_apply`. This moves the scalar outside each entry, after which the other two lemmas turn the entries into products of real numbers, and `ring` closes the goal.

The change, after which it compiles:

```diff
@@ -99,5 +99,5 @@
       abel
     rw [h1, det_fin_three]
-    simp only [smul_apply, vecMulVec_apply, smul_eq_mul]
+    simp only [Matrix.smul_apply, vecMulVec_apply, smul_eq_mul]
     ring
 
```
